# Energy derivative of a CASSCF state with converged CI coefficients: the Hellmann–Feynman value plus an orbital commutator

Let $H_0$ and $V$ be real matrices on a finite-dimensional many-electron space, with $H_0$ symmetric, and let the state at perturbation strength $s$ be $\psi(s)=U(s)c(s)$. Here $U(s)$ is an orthogonal orbital rotation with $U(0)=1$ and $U'(0)=K$, and $c(s)$ is a unit CI vector in a fixed subspace $S$, differentiable at $s=0$. If $c=c(0)$ solves the CI equation for $H_0$ in $S$, then

$$\frac{d}{ds}\Big|_{0}\langle\psi(s),(H_0+sV)\psi(s)\rangle=\langle c,Vc\rangle+\langle c,(H_0K-KH_0)c\rangle .$$

The first term is the Hellmann–Feynman value. The second is the orbital response, and it can be nonzero because nothing has been assumed about the orbitals being optimal.

## The CI response drops out, the orbital response stays

The CI equation says that the projection of $H_0c$ on $S$ is parallel to $c$: for some number $E$,

$$\langle v,H_0c\rangle=E\langle v,c\rangle\qquad\text{for all } v\in S .$$

Physically, the CI coefficients are converged for the unperturbed Hamiltonian with the orbitals held fixed. Write $c'=c'(0)$. Differentiating $\langle c(s),c(s)\rangle=1$ at $0$ gives $2\langle c',c\rangle=0$. Since $c(s)\in S$, the CI equation may be tested with $v=c(s)$, and differentiating $\langle c(s),H_0c\rangle=E\langle c(s),c\rangle$ gives

$$\langle c',H_0c\rangle=E\langle c',c\rangle=0 .$$

For the orbitals, differentiating $U(s)^{T}U(s)=1$ at $0$ gives $K^{T}+K=0$, so $K$ is antisymmetric.

The state itself has derivative $\psi'(0)=Kc+c'$. By the product rule the energy derivative is

$$\langle Kc+c',H_0c\rangle+\langle c,Vc\rangle+\langle c,H_0(Kc+c')\rangle .$$

Both terms with $c'$ vanish, the second because $H_0$ is symmetric. Antisymmetry turns $\langle Kc,H_0c\rangle$ into $-\langle c,KH_0c\rangle$, and the formula follows.

By symmetry of $H_0$ the orbital response also equals $2\langle Kc,H_0c\rangle$. If $Kc$ lies in $S$, the CI equation makes this $2E\langle Kc,c\rangle$, which is zero because $K$ is antisymmetric. Rotations among active orbitals in a complete active space are of this kind. So is every rotation when $S$ is the whole space, where $c$ is an eigenvector of $H_0$ and the familiar Hellmann–Feynman formula returns.

In a finite real basis with a fixed CI space, the formula shows why the energy gradient of a single state computed with state-averaged orbitals generally needs an orbital-response contribution: those orbitals are optimal for the average, not for that state.

The same argument by hand covers a Hamiltonian $H(s)$ that is not linear in $s$. If $H(0)=H_0$ and the entries of $H$ are differentiable at $0$, the product rule puts $H'(0)$ in the place of $V$ and nothing else changes. The Lean development below keeps to the linear path $H_0+sV$.

## States, rotation paths and the CI equation in Lean

The finite type `n` labels many-electron basis states, such as determinants, and not orbitals. A state is a function `n → ℝ`, `*ᵥ` applies a matrix to a vector, and `⬝ᵥ` is the real inner product.

```lean
import Mathlib

open Matrix

namespace CASSCFOrbitalResponse

variable {n : Type*} [Fintype n]
```

The energy is the expectation value in the rotated state. It needs no normalisation factor, since $U(s)$ is orthogonal and $c(s)$ has unit length.

```lean
/-- The energy `⟨Uc, (H0 + sV) Uc⟩` of the state with orbital rotation `U s` and
CI vector `c s` at perturbation strength `s`. -/
def energy (H0 V : Matrix n n ℝ) (U : ℝ → Matrix n n ℝ) (c : ℝ → n → ℝ) (s : ℝ) : ℝ :=
  (U s *ᵥ c s) ⬝ᵥ ((H0 + s • V) *ᵥ (U s *ᵥ c s))
```

An orbital path is orthogonal at every $s$, but its entries need a derivative only at $0$. The matrix `K` stands for the first-order change of the orbitals under the perturbation. It is given here, not derived from the conditions that determine the orbitals. The definition also admits orthogonal matrices that do not come from a one-electron rotation, so the theorems hold for a wider class than orbital rotations proper.

```lean
/-- A path of orthogonal orbital rotations that starts at the identity with velocity `K`. -/
structure OrbitalPath [DecidableEq n] (U : ℝ → Matrix n n ℝ) (K : Matrix n n ℝ) : Prop where
  orth : ∀ s, (U s)ᵀ * U s = 1
  start : U 0 = 1
  velocity : ∀ i j, HasDerivAt (fun s => U s i j) (K i j) 0
```

The CI path stays in the same subspace `S` throughout. Its differentiability at $0$ is assumed, not derived from a perturbed CI problem.

```lean
/-- A path of unit CI vectors in the CI space `S`, differentiable at zero perturbation. -/
structure CIPath (S : Submodule ℝ (n → ℝ)) (c : ℝ → n → ℝ) : Prop where
  mem : ∀ s, c s ∈ S
  unit : ∀ s, c s ⬝ᵥ c s = 1
  diff : ∀ i, DifferentiableAt ℝ (fun s => c s i) 0
```

The CI equation will be imposed only at $s=0$. The number `E` may belong to any CI root, so excited states are included.

```lean
/-- The CI equation in the space `S`: for some number `E`, `⟨v, Hc⟩ = E ⟨v, c⟩` for
every `v` in `S`. -/
def SolvesCI (H : Matrix n n ℝ) (S : Submodule ℝ (n → ℝ)) (c : n → ℝ) : Prop :=
  ∃ E : ℝ, ∀ v ∈ S, v ⬝ᵥ H *ᵥ c = E * (v ⬝ᵥ c)
```

## Product rules and the vanishing CI response

`HasDerivAt f a x` says that `f` is differentiable at `x` with derivative `a`. The first lemma differentiates an inner product by summing the ordinary product rule over components.

```lean
/-- The product rule for the overlap of two differentiable paths of real vectors. -/
theorem hasDerivAt_dot {f g : ℝ → n → ℝ} {f' g' : n → ℝ} {x : ℝ}
    (hf : ∀ i, HasDerivAt (fun s => f s i) (f' i) x)
    (hg : ∀ i, HasDerivAt (fun s => g s i) (g' i) x) :
    HasDerivAt (fun s => f s ⬝ᵥ g s) (f' ⬝ᵥ g x + f x ⬝ᵥ g') x := by
  simp only [dotProduct, ← Finset.sum_add_distrib]
  exact HasDerivAt.fun_sum fun i _ => (hf i).fun_mul (hg i)
```

Each component of a matrix–vector product is the inner product of a row with the vector, so the second rule follows from the first.

```lean
/-- The product rule for a differentiable path of operators acting on a differentiable
path of vectors. -/
theorem hasDerivAt_mulVec {A : ℝ → Matrix n n ℝ} {A' : Matrix n n ℝ}
    {f : ℝ → n → ℝ} {f' : n → ℝ} {x : ℝ}
    (hA : ∀ i j, HasDerivAt (fun s => A s i j) (A' i j) x)
    (hf : ∀ i, HasDerivAt (fun s => f s i) (f' i) x) (i : n) :
    HasDerivAt (fun s => (A s *ᵥ f s) i) ((A' *ᵥ f x + A x *ᵥ f') i) x :=
  hasDerivAt_dot (f := fun s => A s i) (f' := A' i) (hA i) hf
```

The next identity is $\langle x,Ay\rangle=\langle A^{T}x,y\rangle$.

```lean
/-- A real matrix moves to the other side of an overlap as its transpose. -/
theorem dot_transpose (A : Matrix n n ℝ) (x y : n → ℝ) :
    x ⬝ᵥ A *ᵥ y = (Aᵀ *ᵥ x) ⬝ᵥ y := by
  rw [Matrix.mulVec_transpose, Matrix.dotProduct_mulVec]
```

The CI response is removed as in the derivation above. In each use of `unique`, one function is differentiated in two ways and the results are equated. For `e1` the function is $\langle c(s),c(s)\rangle$, which is also the constant $1$. For `e2` it is $\langle c(s),H_0c\rangle$, which the CI equation identifies with $E\langle c(s),c\rangle$.

```lean
/-- If the CI vector at zero perturbation solves the CI equation, the first-order change `c'`
of a path of unit CI vectors in the same space satisfies `⟨c', H0 c⟩ = 0`. -/
theorem ci_response_vanishes {H0 : Matrix n n ℝ} {S : Submodule ℝ (n → ℝ)}
    {c : ℝ → n → ℝ} {c' : n → ℝ} (hc : CIPath S c) (hCI : SolvesCI H0 S (c 0))
    (hd : ∀ i, HasDerivAt (fun s => c s i) (c' i) 0) :
    c' ⬝ᵥ H0 *ᵥ c 0 = 0 := by
  obtain ⟨E, hE⟩ := hCI
  -- normalisation: c' is orthogonal to c
  have e1 := (hasDerivAt_dot hd hd).unique
    ((hasDerivAt_const (0 : ℝ) (1 : ℝ)).congr_of_eventuallyEq
      (Filter.Eventually.of_forall fun s => hc.unit s))
  rw [dotProduct_comm (c 0) c'] at e1
  have e0 : c' ⬝ᵥ c 0 = 0 := by linarith
  -- the CI equation, tested with c(s) and differentiated
  have h2 := hasDerivAt_dot (g := fun _ => H0 *ᵥ c 0) (g' := 0) hd
    (fun i => hasDerivAt_const (0 : ℝ) ((H0 *ᵥ c 0) i))
  have h3 := hasDerivAt_dot (g := fun _ => c 0) (g' := 0) hd
    (fun i => hasDerivAt_const (0 : ℝ) (c 0 i))
  have e2 := h2.unique ((h3.const_mul E).congr_of_eventuallyEq
    (Filter.Eventually.of_forall fun s => hE _ (hc.mem s)))
  simp only [dotProduct_zero, add_zero] at e2
  rw [e2, e0, mul_zero]
```

Antisymmetry of $K$ is proved entry by entry. Columns $i$ and $j$ of $U(s)$ have the constant inner product $\delta_{ij}$, and its derivative at $0$ is $K_{ji}+K_{ij}$.

```lean
variable [DecidableEq n]

/-- The initial velocity of a path of orthogonal orbital rotations starting at the identity
is antisymmetric. -/
theorem velocity_antisymm {U : ℝ → Matrix n n ℝ} {K : Matrix n n ℝ}
    (hU : OrbitalPath U K) : Kᵀ = -K := by
  ext i j
  have h := hasDerivAt_dot (f := fun s k => U s k i) (g := fun s k => U s k j)
    (f' := fun k => K k i) (g' := fun k => K k j) (x := 0)
    (fun k => hU.velocity k i) (fun k => hU.velocity k j)
  have e := h.unique ((hasDerivAt_const (0 : ℝ) ((1 : Matrix n n ℝ) i j)).congr_of_eventuallyEq
    (Filter.Eventually.of_forall fun s => congrFun (congrFun (hU.orth s) i) j))
  simp [hU.start, dotProduct, Matrix.one_apply] at e
  simp only [Matrix.transpose_apply, Matrix.neg_apply]
  linarith
```

## The energy derivative and its commutator

The main theorem asks for symmetry of $H_0$ but not of $V$. Its proof first takes `c'` from the differentiability of the CI path. It then applies the product rules to $\psi(s)$, to $(H_0+sV)\psi(s)$ and to their inner product. Of the three facts that simplify the outcome, `a0` is the vanishing CI response, `a1` uses the symmetry of $H_0$, and `a2` uses the antisymmetry of $K$. After the products are expanded at $s=0$, `linarith` combines them.

```lean
/-- Let `H0` be symmetric, `U` an orbital path with velocity `K`, and `c` a path of unit CI vectors
in `S`, differentiable at `s = 0`. If `c 0` solves the CI equation for `H0` in `S`, the energy
derivative at `s = 0` is `⟨c, Vc⟩` plus the orbital response `⟨c, (H0 K - K H0) c⟩`, with `c` taken
at `s = 0`. -/
theorem energy_derivative {H0 : Matrix n n ℝ} (V : Matrix n n ℝ) {K : Matrix n n ℝ}
    {U : ℝ → Matrix n n ℝ} {c : ℝ → n → ℝ} {S : Submodule ℝ (n → ℝ)}
    (hH : H0.IsSymm) (hU : OrbitalPath U K) (hc : CIPath S c) (hCI : SolvesCI H0 S (c 0)) :
    HasDerivAt (energy H0 V U c)
      (c 0 ⬝ᵥ V *ᵥ c 0 + c 0 ⬝ᵥ (H0 * K - K * H0) *ᵥ c 0) 0 := by
  obtain ⟨c', hd⟩ : ∃ c' : n → ℝ, ∀ i, HasDerivAt (fun s => c s i) (c' i) 0 :=
    ⟨fun i => deriv (fun s => c s i) 0, fun i => (hc.diff i).hasDerivAt⟩
  have hA : ∀ i j, HasDerivAt (fun s : ℝ => (H0 + s • V) i j) (V i j) 0 := by
    intro i j
    have h := ((hasDerivAt_id' (0 : ℝ)).mul_const (V i j)).const_add (H0 i j)
    rw [one_mul] at h
    exact h
  have hψ := hasDerivAt_mulVec (A := U) (A' := K) (f := c) (f' := c') hU.velocity hd
  have h := hasDerivAt_dot (f := fun s => U s *ᵥ c s) hψ
    (hasDerivAt_mulVec (A := fun s => H0 + s • V) (A' := V) (f := fun s => U s *ᵥ c s) hA hψ)
  refine h.congr_deriv ?_
  -- the CI response drops out, the orbital response becomes a commutator
  have a0 := ci_response_vanishes hc hCI hd
  have a1 : c 0 ⬝ᵥ H0 *ᵥ c' = c' ⬝ᵥ H0 *ᵥ c 0 := by
    rw [dot_transpose, hH.eq, dotProduct_comm]
  have a2 : c 0 ⬝ᵥ K *ᵥ (H0 *ᵥ c 0) = -((K *ᵥ c 0) ⬝ᵥ H0 *ᵥ c 0) := by
    rw [dot_transpose, velocity_antisymm hU, Matrix.neg_mulVec, neg_dotProduct]
  simp only [hU.start, zero_smul, add_zero, Matrix.one_mulVec, Matrix.sub_mulVec,
    ← Matrix.mulVec_mulVec, Matrix.mulVec_add, dotProduct_add, add_dotProduct, dotProduct_sub]
  linarith
```

## When the Hellmann–Feynman value is the derivative

Since a derivative is unique, $\langle c,Vc\rangle$ is the correct value exactly when the commutator expectation is zero. Orbitals that are stationary for this state along the direction $K$ meet that condition, as in a converged state-specific CASSCF calculation with $K$ among the optimized rotations.

```lean
/-- Under the hypotheses of `energy_derivative`, the Hellmann-Feynman value `⟨c, Vc⟩` is the
energy derivative exactly when the orbital response vanishes. -/
theorem hellmannFeynman_iff {H0 : Matrix n n ℝ} (V : Matrix n n ℝ) {K : Matrix n n ℝ}
    {U : ℝ → Matrix n n ℝ} {c : ℝ → n → ℝ} {S : Submodule ℝ (n → ℝ)}
    (hH : H0.IsSymm) (hU : OrbitalPath U K) (hc : CIPath S c) (hCI : SolvesCI H0 S (c 0)) :
    HasDerivAt (energy H0 V U c) (c 0 ⬝ᵥ V *ᵥ c 0) 0 ↔
      c 0 ⬝ᵥ (H0 * K - K * H0) *ᵥ c 0 = 0 := by
  have m := energy_derivative V hH hU hc hCI
  constructor
  · intro h
    have := h.unique m
    linarith
  · intro h
    rw [h, add_zero] at m
    exact m
```

The condition also holds when the CI space already contains the rotation to first order, `K *ᵥ c 0 ∈ S`. In the proof, `b0` is $\langle Kc,c\rangle=0$, `b1` applies the CI equation to $Kc$, and `b2` moves $H_0$ across the inner product. Both halves of the commutator then vanish separately.

```lean
/-- Under the hypotheses of `energy_derivative`, if the orbital rotation is redundant, in that
`Kc` lies in the CI space, then the energy derivative is `⟨c, Vc⟩`. -/
theorem hellmannFeynman_of_redundant {H0 : Matrix n n ℝ} (V : Matrix n n ℝ)
    {K : Matrix n n ℝ} {U : ℝ → Matrix n n ℝ} {c : ℝ → n → ℝ} {S : Submodule ℝ (n → ℝ)}
    (hH : H0.IsSymm) (hU : OrbitalPath U K) (hc : CIPath S c) (hCI : SolvesCI H0 S (c 0))
    (hK : K *ᵥ c 0 ∈ S) :
    HasDerivAt (energy H0 V U c) (c 0 ⬝ᵥ V *ᵥ c 0) 0 := by
  refine (hellmannFeynman_iff V hH hU hc hCI).2 ?_
  obtain ⟨E, hE⟩ := hCI
  have hKt (y : n → ℝ) : c 0 ⬝ᵥ K *ᵥ y = -((K *ᵥ c 0) ⬝ᵥ y) := by
    rw [dot_transpose, velocity_antisymm hU, Matrix.neg_mulVec, neg_dotProduct]
  -- Kc is orthogonal to c, so the CI equation removes the response
  have b0 : (K *ᵥ c 0) ⬝ᵥ c 0 = 0 := by
    have h := hKt (c 0)
    rw [dotProduct_comm] at h
    linarith
  have b1 : (K *ᵥ c 0) ⬝ᵥ H0 *ᵥ c 0 = 0 := by rw [hE _ hK, b0, mul_zero]
  have b2 : c 0 ⬝ᵥ H0 *ᵥ (K *ᵥ c 0) = (K *ᵥ c 0) ⬝ᵥ H0 *ᵥ c 0 := by
    rw [dot_transpose, hH.eq, dotProduct_comm]
  rw [Matrix.sub_mulVec, dotProduct_sub, ← Matrix.mulVec_mulVec, ← Matrix.mulVec_mulVec,
    b2, hKt, b1]
  simp
```

## A plane rotation with orbital response 2

Take two basis states, numbered $0$ and $1$ as in Lean, and

$$H_0=\begin{pmatrix}0&1\\1&0\end{pmatrix},\qquad K=\begin{pmatrix}0&-1\\1&0\end{pmatrix},\qquad c(s)=\begin{pmatrix}1\\0\end{pmatrix},$$

with $S$ spanned by $c$. The rotated state is $\psi(s)=(\cos s,\sin s)$, so $\langle\psi(s),H_0\psi(s)\rangle=\sin 2s$, with slope $2$ at $0$. The perturbation adds $V_{00}$.

```lean
/-- The rotation of the plane by the angle `s`. -/
noncomputable def rot (s : ℝ) : Matrix (Fin 2) (Fin 2) ℝ :=
  !![Real.cos s, -Real.sin s; Real.sin s, Real.cos s]
```

The rotation satisfies the definition of an orbital path: orthogonality is $\sin^2 s+\cos^2 s=1$, and the velocity comes from the derivatives of sine and cosine at $0$.

```lean
/-- Plane rotations form an orbital path with velocity `!![0, -1; 1, 0]`. -/
theorem rot_orbitalPath : OrbitalPath rot !![0, -1; 1, 0] where
  orth s := by
    have h := Real.sin_sq_add_cos_sq s
    ext i j
    fin_cases i <;> fin_cases j <;>
      simp [rot, Matrix.mul_apply, Fin.sum_univ_two] <;> nlinarith
  start := by
    ext i j
    fin_cases i <;> fin_cases j <;> simp [rot]
  velocity := by
    have hc : HasDerivAt (fun s => Real.cos s) 0 0 := by simpa using Real.hasDerivAt_cos 0
    have hs : HasDerivAt (fun s => Real.sin s) 1 0 := by simpa using Real.hasDerivAt_sin 0
    exact Fin.forall_fin_two.2 ⟨Fin.forall_fin_two.2 ⟨hc, hs.fun_neg⟩,
      Fin.forall_fin_two.2 ⟨hs, hc⟩⟩
```

The last theorem verifies the CI path, the CI equation with $E=0$, and the commutator value $2$, then obtains the derivative $V_{00}+2$ from the main theorem. The CI equation holds although $c$ is not an eigenvector of $H_0$: the vector $H_0c=(0,1)$ is orthogonal to $S$, and the rotation carries the state in exactly that direction.

```lean
/-- With `H0 = !![0, 1; 1, 0]`, plane rotations and the fixed CI vector `(1, 0)` spanning the CI
space, the CI equation holds, the orbital response is 2 and the energy derivative at `s = 0` is
`V 0 0 + 2`. -/
theorem energy_derivative_witness (V : Matrix (Fin 2) (Fin 2) ℝ) :
    CIPath (Submodule.span ℝ {(![1, 0] : Fin 2 → ℝ)}) (fun _ => ![1, 0]) ∧
    SolvesCI !![0, 1; 1, 0] (Submodule.span ℝ {(![1, 0] : Fin 2 → ℝ)}) ![1, 0] ∧
    (![1, 0] : Fin 2 → ℝ) ⬝ᵥ ((!![0, 1; 1, 0] : Matrix (Fin 2) (Fin 2) ℝ) * !![0, -1; 1, 0]
      - !![0, -1; 1, 0] * !![0, 1; 1, 0]) *ᵥ ![1, 0] = 2 ∧
    HasDerivAt (energy !![0, 1; 1, 0] V rot (fun _ => ![1, 0])) (V 0 0 + 2) 0 := by
  have h1 : CIPath (Submodule.span ℝ {(![1, 0] : Fin 2 → ℝ)}) (fun _ => ![1, 0]) :=
    ⟨fun _ => Submodule.mem_span_singleton_self _,
      fun _ => by simp [dotProduct, Fin.sum_univ_two], fun _ => differentiableAt_const _⟩
  have h2 : SolvesCI !![0, 1; 1, 0] (Submodule.span ℝ {(![1, 0] : Fin 2 → ℝ)}) ![1, 0] := by
    refine ⟨0, fun v hv => ?_⟩
    obtain ⟨a, rfl⟩ := Submodule.mem_span_singleton.1 hv
    simp [dotProduct, Matrix.mulVec, Fin.sum_univ_two]
  have h3 : (![1, 0] : Fin 2 → ℝ) ⬝ᵥ ((!![0, 1; 1, 0] : Matrix (Fin 2) (Fin 2) ℝ) *
      !![0, -1; 1, 0] - !![0, -1; 1, 0] * !![0, 1; 1, 0]) *ᵥ ![1, 0] = 2 := by
    norm_num [dotProduct, Matrix.mulVec, Matrix.mul_apply, Fin.sum_univ_two]
  have hV : (![1, 0] : Fin 2 → ℝ) ⬝ᵥ V *ᵥ ![1, 0] = V 0 0 := by
    simp [dotProduct, Matrix.mulVec, Fin.sum_univ_two]
  have hH : (!![0, 1; 1, 0] : Matrix (Fin 2) (Fin 2) ℝ).IsSymm := by
    ext i j
    fin_cases i <;> fin_cases j <;> simp
  exact ⟨h1, h2, h3, (energy_derivative V hH rot_orbitalPath h1 h2).congr_deriv
    (congrArg₂ (· + ·) hV h3)⟩

end CASSCFOrbitalResponse
```

```lean
#print axioms CASSCFOrbitalResponse.hellmannFeynman_iff
#print axioms CASSCFOrbitalResponse.hellmannFeynman_of_redundant
```

```
'CASSCFOrbitalResponse.hellmannFeynman_iff' depends on axioms: [propext, Classical.choice, Quot.sound]
'CASSCFOrbitalResponse.hellmannFeynman_of_redundant' depends on axioms: [propext, Classical.choice, Quot.sound]
```
